# An endpoint error bound for trapezoidal thermodynamic integration on a linear path

On the linear path \(H_0+sV\), a thermodynamic-integration calculation evaluates the mean force \(g(s)=\langle V\rangle_s\), the thermal average of \(V\) at coupling \(s\), at \(n+1\) couplings between 0 and 1 and combines the values by a quadrature rule to estimate the free-energy difference \(F(1)-F(0)\). For finitely many levels with energies \(E_i+sV_i\), an equally spaced grid and exact averages, the trapezoid error at positive temperature is at most \((g(0)-g(1))/(2n)\), which needs only the two endpoint values of \(g\) and the number of panels \(n\). The Gibbs–Bogoliubov inequality for quantum systems includes operators \(H_0\) and \(V\) that do not commute; the version used here covers only operators diagonal in a common basis.

## Claim and derivation

Let \(b=1/k_BT\) be the inverse temperature, \(w_i(s)=e^{-b(E_i+sV_i)}\), \(Z=\sum_i w_i\), \(F=-b^{-1}\ln Z\) and \(\langle A\rangle_s=\sum_i A_iw_i/Z\). For \(b>0\), \(g\) is nonincreasing, and for \(n\ge1\) the trapezoid sum \(T_n\) on \([0,1]\) obeys
\[ |T_n-(F(1)-F(0))|\le\frac{g(0)-g(1)}{2n}. \]

Since \(w_i'=-bV_iw_i\), we have \(Z'=-b\sum_iV_iw_i\) and
\[ F'=-\frac1b\frac{Z'}{Z}=\langle V\rangle_s=g, \]
so \(F(c)-F(a)=\int_a^c g\,ds\). With \(N=\sum_iA_iw_i\), the quotient rule gives
\[ \frac{d\langle A\rangle_s}{ds}=\frac{N'Z-NZ'}{Z^2}=-b\left(\langle AV\rangle_s-\langle A\rangle_s\langle V\rangle_s\right). \]
For \(A=V\) the bracket is \(\langle V^2\rangle-\langle V\rangle^2=\langle(V-\langle V\rangle)^2\rangle\ge0\), so \(g'=-b\operatorname{Var}_s(V)\le0\).

For \(s<t\) the mean value theorem supplies \(\xi\in(s,t)\) with \(F(t)-F(s)=(t-s)g(\xi)\), and \(g(t)\le g(\xi)\le g(s)\) gives
\[ (t-s)\,g(t)\le F(t)-F(s)\le(t-s)\,g(s). \]
Exchanging \(s\) and \(t\) and multiplying by \(-1\) reproduces the same two inequalities, and at \(s=t\) all three terms vanish, so they hold for all \(s,t\).

Take \(h=(c-a)/n\), \(s_k=a+kh\), \(g_k=g(s_k)\). The increment \(F(s_{k+1})-F(s_k)\) lies in \([hg_{k+1},\,hg_k]\). The trapezoid value \(h(g_k+g_{k+1})/2\) is the midpoint of that interval, so it misses the increment by at most the half-width \(h(g_k-g_{k+1})/2\). The increments add up to \(F(c)-F(a)\) and the half-widths telescope:
\[ |T_n-(F(c)-F(a))|\le\sum_{k=0}^{n-1}\frac h2(g_k-g_{k+1})=\frac{(c-a)(g(a)-g(c))}{2n}. \]
Setting \(a=0\), \(c=1\) gives the claim. If \(m\le V_i\le M\), then \(g(0)\le M\) and \(g(1)\ge m\), so the error is at most \((M-m)/(2n)\).

The sign of \(b\) matters. For \(b<0\) and two levels with \(V=0,1\), the variance is positive, \(g\) increases strictly, and the right-hand side of the bound is negative.

## Formal development

The levels form a finite type `ι`; degenerate levels are separate indices.

```lean
import Mathlib

open Finset

namespace ThermodynamicIntegration

noncomputable section

variable {ι : Type*} [Fintype ι]
```

`E` and `V` are real functions on `ι`, the diagonal entries of \(H_0\) and \(V\). `b` is the inverse temperature \(1/k_BT\), and `s` is any real number. Continuous spectra, nonlinear paths and sampling noise in \(g\) are not represented.

```lean
/-- Boltzmann weight of level `i` with energy `E i + s * V i` at inverse temperature `b`. -/
def weight (b : ℝ) (E V : ι → ℝ) (s : ℝ) (i : ι) : ℝ :=
  Real.exp (-b * (E i + s * V i))

/-- Partition function `Z(s)` at coupling `s`: the sum of the Boltzmann weights. -/
def partitionFn (b : ℝ) (E V : ι → ℝ) (s : ℝ) : ℝ :=
  ∑ i, weight b E V s i

/-- Free energy `F(s) = -(1/b) log Z(s)` at coupling `s`. -/
def freeEnergy (b : ℝ) (E V : ι → ℝ) (s : ℝ) : ℝ :=
  -(1 / b) * Real.log (partitionFn b E V s)
```

At \(b=0\) Lean's \(1/0=0\) makes `freeEnergy` identically zero, which is why \(F'=g\) carries `b ≠ 0`. The variance is defined in centred form, which makes its sign evident.

```lean
/-- Thermal average `⟨A⟩_s` of an observable with value `A i` on level `i`. -/
def thermalAvg (b : ℝ) (E V : ι → ℝ) (s : ℝ) (A : ι → ℝ) : ℝ :=
  (∑ i, A i * weight b E V s i) / partitionFn b E V s

/-- Thermal variance `⟨(A - ⟨A⟩_s)²⟩_s` of an observable. -/
def thermalVar (b : ℝ) (E V : ι → ℝ) (s : ℝ) (A : ι → ℝ) : ℝ :=
  thermalAvg b E V s fun i => (A i - thermalAvg b E V s A) ^ 2

/-- Mean force `g(s) = ⟨V⟩_s`, the thermal average of the perturbation at coupling `s`. -/
def meanForce (b : ℝ) (E V : ι → ℝ) (s : ℝ) : ℝ :=
  thermalAvg b E V s V
```

`trapezoid g a c n` is \(T_n\) with signed panel width, so \(c<a\) is allowed.

```lean
/-- Trapezoid sum of `g` from `a` to `c` with `n` panels of width `(c - a)/n`. -/
def trapezoid (g : ℝ → ℝ) (a c : ℝ) (n : ℕ) : ℝ :=
  ∑ k ∈ range n, (c - a) / n *
    ((g (a + (k : ℝ) * ((c - a) / n)) + g (a + ((k : ℝ) + 1) * ((c - a) / n))) / 2)
```

`[Nonempty ι]` makes \(Z\) a nonempty sum of positive exponentials, which licenses the logarithm and every division by \(Z\).

```lean
/-- The partition function of a nonempty finite spectrum is positive. -/
theorem partitionFn_pos [Nonempty ι] (b : ℝ) (E V : ι → ℝ) (s : ℝ) :
    0 < partitionFn b E V s := by
  unfold partitionFn weight
  exact Finset.sum_pos (fun i _ => Real.exp_pos _) Finset.univ_nonempty
```

`HasDerivAt f f' s` says that \(f\) is differentiable at \(s\) with derivative \(f'\). The chain rule `h.exp` gives \(w_i'\), and `HasDerivAt.fun_sum` adds the terms to give \(Z'\).

```lean
omit [Fintype ι] in
/-- The derivative of a Boltzmann weight in the coupling is `-b V i` times the weight. -/
theorem hasDerivAt_weight (b : ℝ) (E V : ι → ℝ) (s : ℝ) (i : ι) :
    HasDerivAt (fun s => weight b E V s i) (-b * V i * weight b E V s i) s := by
  have h0 := (((hasDerivAt_id' s).mul_const (V i)).const_add (E i)).const_mul (-b)
  have h : HasDerivAt (fun s : ℝ => -b * (E i + s * V i)) (-b * V i) s :=
    h0.congr_deriv (by ring)
  unfold weight
  exact h.exp.congr_deriv (mul_comm _ _)

/-- The derivative of the partition function is `-b` times the weighted sum of `V`. -/
theorem hasDerivAt_partitionFn (b : ℝ) (E V : ι → ℝ) (s : ℝ) :
    HasDerivAt (partitionFn b E V) (-b * ∑ i, V i * weight b E V s i) s := by
  have h : HasDerivAt (fun s => ∑ i, weight b E V s i)
      (∑ i, -b * V i * weight b E V s i) s :=
    HasDerivAt.fun_sum fun i _ => hasDerivAt_weight b E V s i
  have e : (∑ i, -b * V i * weight b E V s i) = -b * ∑ i, V i * weight b E V s i := by
    rw [Finset.mul_sum]
    exact Finset.sum_congr rfl fun i _ => by ring
  exact h.congr_deriv e
```

`.log` produces \(Z'/Z\), and `key` cancels \(b\) against \(1/b\), which requires \(b\ne0\).

```lean
/-- The derivative of the free energy in the coupling is the mean force: `F'(s) = ⟨V⟩_s`. -/
theorem hasDerivAt_freeEnergy [Nonempty ι] {b : ℝ} (hb : b ≠ 0) (E V : ι → ℝ) (s : ℝ) :
    HasDerivAt (freeEnergy b E V) (meanForce b E V s) s := by
  have hne := (partitionFn_pos b E V s).ne'
  have key : ∀ S Z : ℝ, -(1 / b) * (-b * S / Z) = S / Z := by
    intro S Z
    calc -(1 / b) * (-b * S / Z) = (b * b⁻¹) * (S / Z) := by ring
      _ = S / Z := by rw [mul_inv_cancel₀ hb, one_mul]
  show HasDerivAt (fun s => -(1 / b) * Real.log (partitionFn b E V s))
    ((∑ i, V i * weight b E V s i) / partitionFn b E V s) s
  exact (((hasDerivAt_partitionFn b E V s).log hne).const_mul (-(1 / b))).congr_deriv (key _ _)
```

`hN` is \(N'=-b\sum_iA_iV_iw_i\), `fun_div` is the quotient rule, and `key` regroups the result as a covariance.

```lean
/-- The derivative of a thermal average in the coupling is `-b (⟨A V⟩_s - ⟨A⟩_s ⟨V⟩_s)`. -/
theorem hasDerivAt_thermalAvg [Nonempty ι] (b : ℝ) (E V A : ι → ℝ) (s : ℝ) :
    HasDerivAt (fun s => thermalAvg b E V s A)
      (-b * (thermalAvg b E V s (fun i => A i * V i)
        - thermalAvg b E V s A * thermalAvg b E V s V)) s := by
  have hne := (partitionFn_pos b E V s).ne'
  have h : HasDerivAt (fun s => ∑ i, A i * weight b E V s i)
      (∑ i, A i * (-b * V i * weight b E V s i)) s :=
    HasDerivAt.fun_sum fun i _ => (hasDerivAt_weight b E V s i).const_mul (A i)
  have e : (∑ i, A i * (-b * V i * weight b E V s i))
      = -b * ∑ i, A i * V i * weight b E V s i := by
    rw [Finset.mul_sum]
    exact Finset.sum_congr rfl fun i _ => by ring
  have hN := h.congr_deriv e
  -- the quotient rule regrouped into a covariance
  have key : ∀ P S T Z : ℝ, Z ≠ 0 →
      (-b * P * Z - S * (-b * T)) / Z ^ 2 = -b * (P / Z - S / Z * (T / Z)) := by
    intro P S T Z hZ
    field_simp
    try ring
  show HasDerivAt (fun s => (∑ i, A i * weight b E V s i) / partitionFn b E V s) _ s
  exact (hN.fun_div (hasDerivAt_partitionFn b E V s) hne).congr_deriv
    (key (∑ i, A i * V i * weight b E V s i) (∑ i, A i * weight b E V s i)
      (∑ i, V i * weight b E V s i) (partitionFn b E V s) hne)
```

`expand` multiplies out \((V_i-m)^2\) under the sum for any real \(m\), here applied with \(m=\langle V\rangle_s\), and `hvar` identifies the centred variance with \(\langle V^2\rangle-\langle V\rangle^2\).

```lean
/-- The derivative of the mean force is `-b` times the thermal variance of `V`. -/
theorem hasDerivAt_meanForce [Nonempty ι] (b : ℝ) (E V : ι → ℝ) (s : ℝ) :
    HasDerivAt (meanForce b E V) (-b * thermalVar b E V s V) s := by
  have hne := (partitionFn_pos b E V s).ne'
  have expand : ∀ m : ℝ, ∑ i, (V i - m) ^ 2 * weight b E V s i
      = ∑ i, V i * V i * weight b E V s i - 2 * m * ∑ i, V i * weight b E V s i
        + m ^ 2 * partitionFn b E V s := by
    intro m
    unfold partitionFn
    rw [Finset.mul_sum, Finset.mul_sum, ← Finset.sum_sub_distrib, ← Finset.sum_add_distrib]
    exact Finset.sum_congr rfl fun i _ => by ring
  have key : ∀ P S Z : ℝ, Z ≠ 0 →
      (P - 2 * (S / Z) * S + (S / Z) ^ 2 * Z) / Z = P / Z - S / Z * (S / Z) := by
    intro P S Z hZ
    field_simp
    try ring
  -- variance as mean square minus squared mean
  have hvar : thermalVar b E V s V = thermalAvg b E V s (fun i => V i * V i)
      - thermalAvg b E V s V * thermalAvg b E V s V := by
    show (∑ i, (V i - thermalAvg b E V s V) ^ 2 * weight b E V s i) / partitionFn b E V s = _
    rw [expand]
    exact key (∑ i, V i * V i * weight b E V s i) (∑ i, V i * weight b E V s i)
      (partitionFn b E V s) hne
  exact (hasDerivAt_thermalAvg b E V V s).congr_deriv (by rw [hvar])
```

`Antitone` means that \(s\le t\) implies \(g(t)\le g(s)\), on all of \(\mathbb R\). Only `0 ≤ b` is needed; `hv` is the nonnegativity of the variance.

```lean
/-- For `b ≥ 0` the mean force is a nonincreasing function of the coupling. -/
theorem meanForce_antitone [Nonempty ι] {b : ℝ} (hb : 0 ≤ b) (E V : ι → ℝ) :
    Antitone (meanForce b E V) := by
  have h := hasDerivAt_meanForce b E V
  refine antitone_of_deriv_nonpos (fun s => (h s).differentiableAt) fun s => ?_
  rw [(h s).deriv]
  have hv : 0 ≤ thermalVar b E V s V := by
    unfold thermalVar thermalAvg
    exact div_nonneg
      (Finset.sum_nonneg fun i _ => mul_nonneg (sq_nonneg _) (Real.exp_pos _).le)
      (partitionFn_pos b E V s).le
  have := mul_nonneg hb hv
  linarith
```

The integral identity, which also requires \(b\ne0\), is the fundamental theorem of calculus, with \(g\) continuous because it is differentiable. The error bound does not use it.

```lean
/-- Thermodynamic integration: the integral of the mean force from `a` to `c` equals the
free-energy difference `F(c) - F(a)`. -/
theorem integral_meanForce [Nonempty ι] {b : ℝ} (hb : b ≠ 0) (E V : ι → ℝ) (a c : ℝ) :
    ∫ s in a..c, meanForce b E V s = freeEnergy b E V c - freeEnergy b E V a := by
  have hc : Continuous (meanForce b E V) :=
    continuous_iff_continuousAt.2 fun s => (hasDerivAt_meanForce b E V s).continuousAt
  exact intervalIntegral.integral_eq_sub_of_hasDerivAt
    (fun s _ => hasDerivAt_freeEnergy hb E V s) (hc.intervalIntegrable a c)
```

`main` treats \(s<t\): `exists_hasDerivAt_eq_slope` yields \(\xi\), named `c`, and `h1`, `h2` multiply the monotonicity inequalities by \(t-s\). `lt_trichotomy` splits the three orderings.

```lean
/-- Gibbs-Bogoliubov bounds along the path: for `b > 0` and any couplings `s`, `t`,
`(t - s) g(t) ≤ F(t) - F(s) ≤ (t - s) g(s)`. -/
theorem gibbs_bogoliubov [Nonempty ι] {b : ℝ} (hb : 0 < b) (E V : ι → ℝ) (s t : ℝ) :
    (t - s) * meanForce b E V t ≤ freeEnergy b E V t - freeEnergy b E V s ∧
      freeEnergy b E V t - freeEnergy b E V s ≤ (t - s) * meanForce b E V s := by
  have hF := hasDerivAt_freeEnergy hb.ne' E V
  have hA := meanForce_antitone hb.le E V
  have main : ∀ s t : ℝ, s < t →
      (t - s) * meanForce b E V t ≤ freeEnergy b E V t - freeEnergy b E V s ∧
        freeEnergy b E V t - freeEnergy b E V s ≤ (t - s) * meanForce b E V s := by
    intro s t hst
    -- mean value theorem: the slope of F is g at an intermediate coupling
    obtain ⟨c, ⟨hsc, hct⟩, hc⟩ :=
      exists_hasDerivAt_eq_slope (freeEnergy b E V) (meanForce b E V) hst
        (fun x _ => (hF x).continuousAt.continuousWithinAt) (fun x _ => hF x)
    have hpos : 0 < t - s := sub_pos.2 hst
    rw [eq_div_iff hpos.ne'] at hc
    have h1 := mul_le_mul_of_nonneg_left (hA hct.le) hpos.le
    have h2 := mul_le_mul_of_nonneg_left (hA hsc.le) hpos.le
    constructor <;> linarith
  rcases lt_trichotomy s t with h | h | h
  · exact main s t h
  · subst h
    simp
  · obtain ⟨h1, h2⟩ := main t s h
    constructor <;> linarith
```

`step` replaces the telescoping sum by induction on the number of panels `m` at fixed width `h`. Passing from `m` to `m + 1` adds the new panel's bracket `h1`, `h2` to the two sides `i1`, `i2` of the previous bound, a linear combination that `linarith` finds. `hend` uses \(n\ne0\) to show that the last grid point is \(c\).

```lean
/-- For `b > 0` and `n ≥ 1`, the `n`-panel trapezoid sum of the mean force from `a` to `c`
differs from `F(c) - F(a)` by at most `(c - a)(g(a) - g(c))/(2n)`. -/
theorem trapezoid_error_interval [Nonempty ι] {b : ℝ} (hb : 0 < b) (E V : ι → ℝ)
    (a c : ℝ) {n : ℕ} (hn : 1 ≤ n) :
    |trapezoid (meanForce b E V) a c n - (freeEnergy b E V c - freeEnergy b E V a)|
      ≤ (c - a) * (meanForce b E V a - meanForce b E V c) / (2 * n) := by
  -- each panel contributes at most half the width of its bracket; these telescope
  have step : ∀ (h : ℝ) (m : ℕ),
      |∑ k ∈ range m, h * ((meanForce b E V (a + (k : ℝ) * h)
            + meanForce b E V (a + ((k : ℝ) + 1) * h)) / 2)
          - (freeEnergy b E V (a + (m : ℝ) * h) - freeEnergy b E V a)|
        ≤ h / 2 * (meanForce b E V a - meanForce b E V (a + (m : ℝ) * h)) := by
    intro h m
    induction m with
    | zero => simp
    | succ m ih =>
      obtain ⟨h1, h2⟩ := gibbs_bogoliubov hb E V (a + (m : ℝ) * h) (a + ((m : ℝ) + 1) * h)
      have hw : a + ((m : ℝ) + 1) * h - (a + (m : ℝ) * h) = h := by ring
      rw [hw] at h1 h2
      rw [Finset.sum_range_succ, Nat.cast_add, Nat.cast_one, abs_le]
      obtain ⟨i1, i2⟩ := abs_le.1 ih
      constructor <;> linarith
  have hn' : (n : ℝ) ≠ 0 := Nat.cast_ne_zero.2 (by omega)
  -- the last grid point is c
  have hend : a + (n : ℝ) * ((c - a) / n) = c := by
    calc a + (n : ℝ) * ((c - a) / n) = a + ((n : ℝ) * (n : ℝ)⁻¹) * (c - a) := by ring
      _ = a + (c - a) := by rw [mul_inv_cancel₀ hn', one_mul]
      _ = c := by ring
  have hs := step ((c - a) / n) n
  rw [hend] at hs
  unfold trapezoid
  exact hs.trans (le_of_eq (by ring))
```

The main theorem reads: for any finite nonempty set of levels, any real `E` and `V`, `0 < b` and `1 ≤ n`, the mean force is nonincreasing and \(|T_n-(F(1)-F(0))|\le(g(0)-g(1))/(2n)\). It is the case \(a=0\), \(c=1\). The faster \(1/n^2\) convergence that the trapezoid rule has for this smooth \(g\) is a separate statement and is not established in this development.

```lean
/-- For `b > 0` the mean force is nonincreasing, and for `n ≥ 1` its `n`-panel trapezoid sum
on `[0,1]` differs from `F(1) - F(0)` by at most `(g(0) - g(1))/(2n)`. -/
theorem trapezoid_error [Nonempty ι] {b : ℝ} (hb : 0 < b) (E V : ι → ℝ)
    {n : ℕ} (hn : 1 ≤ n) :
    Antitone (meanForce b E V) ∧
      |trapezoid (meanForce b E V) 0 1 n - (freeEnergy b E V 1 - freeEnergy b E V 0)|
        ≤ (meanForce b E V 0 - meanForce b E V 1) / (2 * n) :=
  ⟨meanForce_antitone hb.le E V,
    (trapezoid_error_interval hb E V 0 1 hn).trans (le_of_eq (by ring))⟩
```

In the corollary, `hU` and `hL` clear the denominator \(Z\) and compare \(V_iw_i\) with \(Mw_i\) and \(mw_i\) term by term. The resulting bound depends on neither \(E\) nor the temperature.

```lean
/-- If `m ≤ V i ≤ M` on every level, then for `b > 0` and `n ≥ 1` the trapezoid sum on `[0,1]`
differs from `F(1) - F(0)` by at most `(M - m)/(2n)`. -/
theorem trapezoid_error_of_bounds [Nonempty ι] {b : ℝ} (hb : 0 < b) (E V : ι → ℝ)
    {m M : ℝ} (hm : ∀ i, m ≤ V i) (hM : ∀ i, V i ≤ M) {n : ℕ} (hn : 1 ≤ n) :
    |trapezoid (meanForce b E V) 0 1 n - (freeEnergy b E V 1 - freeEnergy b E V 0)|
      ≤ (M - m) / (2 * n) := by
  have hw : ∀ s i, 0 ≤ weight b E V s i := fun s i => (Real.exp_pos _).le
  -- a thermal average of V lies between m and M
  have hU : meanForce b E V 0 ≤ M := by
    show (∑ i, V i * weight b E V 0 i) / partitionFn b E V 0 ≤ M
    rw [div_le_iff₀ (partitionFn_pos b E V 0)]
    unfold partitionFn
    rw [Finset.mul_sum]
    exact Finset.sum_le_sum fun i _ => mul_le_mul_of_nonneg_right (hM i) (hw 0 i)
  have hL : m ≤ meanForce b E V 1 := by
    show m ≤ (∑ i, V i * weight b E V 1 i) / partitionFn b E V 1
    rw [le_div_iff₀ (partitionFn_pos b E V 1)]
    unfold partitionFn
    rw [Finset.mul_sum]
    exact Finset.sum_le_sum fun i _ => mul_le_mul_of_nonneg_right (hm i) (hw 1 i)
  refine (trapezoid_error hb E V hn).2.trans ?_
  rw [div_eq_mul_inv, div_eq_mul_inv]
  exact mul_le_mul_of_nonneg_right (by linarith) (by positivity)

end

end ThermodynamicIntegration
```

```lean
#print axioms ThermodynamicIntegration.integral_meanForce
-- 'ThermodynamicIntegration.integral_meanForce' depends on axioms: [propext, Classical.choice, Quot.sound]
#print axioms ThermodynamicIntegration.trapezoid_error_of_bounds
-- 'ThermodynamicIntegration.trapezoid_error_of_bounds' depends on axioms: [propext, Classical.choice, Quot.sound]
```
